# With a bounded potential and inverse mass at most $-c<0$ on an interval, the 1D grid ground energy falls without limit under refinement

If I take a suspiciously low orbital energy for discretisation error, I refine the grid, and the energy drops further. This happens in my one-dimensional periodic test of a meta-GGA Hamiltonian. The derivative of the exchange-correlation energy density with respect to the kinetic-energy density enters the inverse effective mass, and in one small region it makes that inverse mass negative. Everywhere else the mass is normal, and the potential is bounded. Shouldn't the normal region hold the lowest level up, so that a fine enough grid converges?

## An orbital on two neighbouring sites shows the collapse

No. An orbital can live entirely inside the bad region and alternate in sign there, and a finer grid permits a faster alternation.

Let the grid have $N\ge 3$ sites, periodic indices and spacing $h>0$. Let $m_i$ be the inverse mass on the bond from $i$ to $i+1$, and $v_i$ the potential, both real. In atomic units, the energy of an orbital $\psi$ normalised to $\sum_i|\psi_i|^2=1$ is the value of the quadratic form

$$\mathcal E[\psi]=\sum_i\left(\frac{m_i|\psi_{i+1}-\psi_i|^2}{2h^2}+v_i|\psi_i|^2\right),$$

and the Hamiltonian is

$$(H\psi)_i=\frac{m_i(\psi_i-\psi_{i+1})+m_{i-1}(\psi_i-\psi_{i-1})}{2h^2}+v_i\psi_i .$$

In $\sum_i\bar\varphi_i(H\psi)_i$, shift the $m_{i-1}$ term by one site. The two kinetic terms then combine into $m_i\,\overline{(\varphi_{i+1}-\varphi_i)}\,(\psi_{i+1}-\psi_i)/(2h^2)$. Hence $H$ is Hermitian, and $\varphi=\psi$ gives $\langle\psi|H|\psi\rangle=\mathcal E[\psi]$. Expanding $\psi$ in orthonormal eigenvectors with eigenvalues $e_k$ and coefficients $a_k$ gives

$$\mathcal E[\psi]=\sum_k e_k|a_k|^2\ge E\sum_i|\psi_i|^2,$$

where $E$ is the lowest eigenvalue.

Now suppose $m_j,m_{j+1},m_{j+2}\le -c<0$ and $v_i\le V$ for all $i$. Take $\psi_{j+1}=1$, $\psi_{j+2}=-1$ and zero elsewhere. The squared norm is 2, and the squared differences on the three bonds are 1, 4 and 1. Dividing by the squared norm gives

$$E\le\frac{m_j+4m_{j+1}+m_{j+2}}{4h^2}+\frac{v_{j+1}+v_{j+2}}2\le V-\frac{3c}{2h^2}<V .$$

For refinement, take a box of length $L$ with $h=L/N$, and an inverse-mass profile at most $-c$ on $[a,b]$, where $0\le a<b\le L$. The first grid point at or above $a$ lies below $a+h$, so once $3h<b-a$ it and the next two lie in $[a,b]$. Then $E\le V-3cN^2/(2L^2)$, which eventually falls below any chosen value $B$.

The smallest grid shows that the constant $3/2$ cannot be improved for all $N\ge3$ at once. For $N=3$, $m_i=-c$ and $v_i=V$, set $k=c/(2h^2)$ and $S=\psi_0+\psi_1+\psi_2$. The eigenvalue equation with eigenvalue $e$ is $(V-e-3k)\psi_i+kS=0$, and summing over $i$ gives $(V-e)S=0$. If $e<V-3k$, then $S=0$ and every $\psi_i=0$. So no level lies below $V-3k$, and the bound is attained. On larger grids the level can lie lower: for even $N$ with the same $m_i$ and $v_i$, the orbital that alternates in sign from site to site gives $E\le V-4k$.

## What the Lean statements say

Sites are `ZMod N`, which supplies the periodicity, and orbitals are complex functions on them. `gridEnergy` and `hamiltonian` are the two formulas above. `IsGroundEnergy` says that `E` is the least real number with a nonzero eigenvector.

`ground_energy_le` is the bound; choosing $V=\max_i v_i$ gives its tightest form. In `collapse`, `sample` evaluates a profile at $x_i=iL/N$, so each bond takes its inverse mass from its left end. The profiles need not be continuous, and the inverse mass outside $[a,b]$ is unrestricted: your normal region cannot rescue the level. `three_point_ring` characterises the ground energy by $2h^2(V-E)=3c$.

For meta-GGA practice this is a warning from a one-dimensional, one-particle model with fixed coefficients: if the inverse mass is at most $-c<0$ on an interval, the lowest level has no converged value, and refining the grid cannot supply one. The negative inverse mass is assumed: the theorems do not say which functionals or densities produce it, nor how self-consistency would change it.

```lean
import Mathlib

open ComplexConjugate

namespace NegativeMassCollapse

noncomputable section

variable {N : ℕ} [NeZero N]

/-- The energy form of an orbital, which is its energy if its squared norm is 1, in atomic units on
a periodic grid of spacing `h ≠ 0`, with inverse effective mass `m i` on the bond from `i` to
`i + 1` and potential `v i`. -/
def gridEnergy (h : ℝ) (m v : ZMod N → ℝ) (ψ : ZMod N → ℂ) : ℝ :=
  ∑ i, (m i * ‖ψ (i + 1) - ψ i‖ ^ 2 / (2 * h ^ 2) + v i * ‖ψ i‖ ^ 2)

/-- The finite-difference Hamiltonian with position-dependent inverse mass `m` and potential `v`,
for grid spacing `h ≠ 0`. -/
def hamiltonian (h : ℝ) (m v : ZMod N → ℝ) (ψ : ZMod N → ℂ) : ZMod N → ℂ := fun i =>
  ((m i : ℂ) * (ψ i - ψ (i + 1)) + (m (i - 1) : ℂ) * (ψ i - ψ (i - 1))) / (2 * (h : ℂ) ^ 2)
    + (v i : ℂ) * ψ i

/-- `E` is the lowest eigenvalue of the grid Hamiltonian. -/
def IsGroundEnergy (h : ℝ) (m v : ZMod N → ℝ) (E : ℝ) : Prop :=
  IsLeast {e : ℝ | ∃ ψ : ZMod N → ℂ, ψ ≠ 0 ∧ hamiltonian h m v ψ = (e : ℂ) • ψ} E

/-- The unnormalised trial orbital with values `1` and `-1` on the neighbouring sites `j + 1` and
`j + 2`, and zero elsewhere (for `N ≥ 2`). -/
def dimer (j : ZMod N) : ZMod N → ℂ := fun i =>
  if i = j + 1 then 1 else if i = j + 2 then -1 else 0

/-- The values of a continuum profile `f` at the `N` equally spaced points of a box of
length `L`. -/
def sample (L : ℝ) (f : ℝ → ℝ) : ZMod N → ℝ := fun i => f (i.val * (L / N))

/-- Summation by parts: matrix elements of the Hamiltonian in terms of bond differences. -/
theorem sum_by_parts (h : ℝ) (m v : ZMod N → ℝ) (φ ψ : ZMod N → ℂ) :
    ∑ i, conj (φ i) * hamiltonian h m v ψ i =
      ∑ i, ((m i : ℂ) * (conj (φ (i + 1) - φ i) * (ψ (i + 1) - ψ i)) / (2 * (h : ℂ) ^ 2)
        + (v i : ℂ) * (conj (φ i) * ψ i)) := by
  -- shift the term of the left-hand bond by one site
  have s := Equiv.sum_comp (Equiv.addRight (1 : ZMod N)) (fun i =>
    conj (φ i) * ((m (i - 1) : ℂ) * (ψ i - ψ (i - 1))) / (2 * (h : ℂ) ^ 2))
  simp only [Equiv.coe_addRight, add_sub_cancel_right] at s
  calc _ = ∑ i, (conj (φ i) * ((m i : ℂ) * (ψ i - ψ (i + 1))) / (2 * (h : ℂ) ^ 2)
          + (v i : ℂ) * (conj (φ i) * ψ i))
        + ∑ i, conj (φ i) * ((m (i - 1) : ℂ) * (ψ i - ψ (i - 1))) / (2 * (h : ℂ) ^ 2) := by
        rw [← Finset.sum_add_distrib]
        refine Finset.sum_congr rfl fun i _ => ?_
        simp only [hamiltonian]
        ring
    _ = _ := by
        rw [← s, ← Finset.sum_add_distrib]
        refine Finset.sum_congr rfl fun i _ => ?_
        rw [map_sub]
        ring

/-- The diagonal matrix element `⟨ψ|H|ψ⟩`, for `ψ` of any norm, is `gridEnergy`. -/
theorem expectation_eq (h : ℝ) (m v : ZMod N → ℝ) (ψ : ZMod N → ℂ) :
    ∑ i, conj (ψ i) * hamiltonian h m v ψ i = (gridEnergy h m v ψ : ℂ) := by
  rw [sum_by_parts, gridEnergy]
  simp only [Complex.conj_mul']
  push_cast
  rfl

/-- A lowest eigenvalue exists, and its product with the squared norm of any orbital is at most the
`gridEnergy` of that orbital. -/
theorem exists_ground (h : ℝ) (m v : ZMod N → ℝ) :
    ∃ E, IsGroundEnergy h m v E ∧ ∀ ψ, E * ∑ i, ‖ψ i‖ ^ 2 ≤ gridEnergy h m v ψ := by
  let T : EuclideanSpace ℂ (ZMod N) →ₗ[ℂ] EuclideanSpace ℂ (ZMod N) :=
    { toFun := fun x => WithLp.toLp 2 (hamiltonian h m v x.ofLp)
      map_add' := by intro x y; ext i; simp [hamiltonian]; ring
      map_smul' := by intro a x; ext i; simp [hamiltonian]; ring }
  have ip : ∀ x y : EuclideanSpace ℂ (ZMod N),
      inner ℂ x y = ∑ i, conj (x.ofLp i) * y.ofLp i := by
    intro x y
    simp [PiLp.inner_apply, mul_comm]
  have hT : T.IsSymmetric := by
    intro x y
    rw [← inner_conj_symm, ip, ip]
    change conj (∑ i, conj (y.ofLp i) * hamiltonian h m v x.ofLp i) =
      ∑ i, conj (x.ofLp i) * hamiltonian h m v y.ofLp i
    rw [sum_by_parts, sum_by_parts, map_sum]
    refine Finset.sum_congr rfl fun i _ => ?_
    simp only [map_add, map_mul, map_div₀, map_sub, map_pow, Complex.conj_conj,
      Complex.conj_ofReal, map_ofNat]
    ring
  have hn : Module.finrank ℂ (EuclideanSpace ℂ (ZMod N)) = N := by
    rw [finrank_euclideanSpace, ZMod.card]
  have : Nonempty (Fin N) := ⟨0⟩
  obtain ⟨k, hk⟩ := Finite.exists_min (hT.eigenvalues hn)
  obtain ⟨b, hb⟩ : ∃ b : OrthonormalBasis (Fin N) ℂ (EuclideanSpace ℂ (ZMod N)),
      ∀ i, T (b i) = ((hT.eigenvalues hn i : ℝ) : ℂ) • b i :=
    ⟨_, fun i => hT.apply_eigenvectorBasis hn i⟩
  -- expand energy and norm in the eigenbasis
  have var : ∀ ψ, hT.eigenvalues hn k * ∑ i, ‖ψ i‖ ^ 2 ≤ gridEnergy h m v ψ := by
    intro ψ
    obtain ⟨x, hx⟩ : ∃ x : EuclideanSpace ℂ (ZMod N), x.ofLp = ψ := ⟨WithLp.toLp 2 ψ, rfl⟩
    subst hx
    have e1 : (gridEnergy h m v x.ofLp : ℂ) =
        ((∑ i, hT.eigenvalues hn i * ‖inner ℂ (b i) x‖ ^ 2 : ℝ) : ℂ) := by
      rw [← expectation_eq]
      refine (ip x (T x)).symm.trans ?_
      rw [← b.sum_inner_mul_inner x (T x)]
      push_cast
      refine Finset.sum_congr rfl fun i _ => ?_
      rw [← hT (b i) x, hb, inner_smul_left, ← inner_conj_symm x (b i),
        Complex.conj_ofReal, ← Complex.conj_mul']
      ring
    have e2 : ((∑ i, ‖x.ofLp i‖ ^ 2 : ℝ) : ℂ) =
        ((∑ i, ‖inner ℂ (b i) x‖ ^ 2 : ℝ) : ℂ) := by
      push_cast
      simp only [← Complex.conj_mul']
      rw [← ip x x, ← b.sum_inner_mul_inner x x]
      refine Finset.sum_congr rfl fun i _ => ?_
      rw [inner_conj_symm]
    rw [Complex.ofReal_inj.1 e1, Complex.ofReal_inj.1 e2, Finset.mul_sum]
    exact Finset.sum_le_sum fun i _ => mul_le_mul_of_nonneg_right (hk i) (by positivity)
  refine ⟨hT.eigenvalues hn k, ⟨⟨(b k).ofLp, fun h0 => b.orthonormal.ne_zero k
    (by ext i; exact congrFun h0 i), congrArg WithLp.ofLp (hb k)⟩, ?_⟩, var⟩
  rintro e ⟨ψ, h0, hψ⟩
  have en : (gridEnergy h m v ψ : ℂ) = ((e * ∑ i, ‖ψ i‖ ^ 2 : ℝ) : ℂ) := by
    rw [← expectation_eq, hψ]
    push_cast
    rw [Finset.mul_sum]
    refine Finset.sum_congr rfl fun i _ => ?_
    rw [← Complex.conj_mul', Pi.smul_apply, smul_eq_mul]
    ring
  obtain ⟨i, hi⟩ := Function.ne_iff.1 h0
  have pos : 0 < ∑ i, ‖ψ i‖ ^ 2 := Finset.sum_pos' (fun _ _ => by positivity)
    ⟨i, Finset.mem_univ i, pow_pos (norm_pos_iff.2 hi) 2⟩
  exact le_of_mul_le_mul_right ((var ψ).trans_eq (Complex.ofReal_inj.1 en)) pos

/-- On at least three grid points, `gridEnergy` of the unnormalised two-site trial orbital involves
three bonds, with weights 1, 4 and 1, and the potential on the two sites. -/
theorem dimer_energy (hN : 3 ≤ N) (h : ℝ) (m v : ZMod N → ℝ) (j : ZMod N) :
    gridEnergy h m v (dimer j) = m j * 1 / (2 * h ^ 2)
      + (m (j + 1) * 4 / (2 * h ^ 2) + v (j + 1)) + (m (j + 2) * 1 / (2 * h ^ 2) + v (j + 2)) := by
  have ne : ∀ k : ℕ, 0 < k → k < 3 → (k : ZMod N) ≠ 0 := fun k h0 h3 hk => by
    have := Nat.le_of_dvd h0 ((CharP.cast_eq_zero_iff (ZMod N) N k).1 hk)
    omega
  have h1 : (1 : ZMod N) ≠ 0 := by exact_mod_cast ne 1 (by norm_num) (by norm_num)
  have h2 : (2 : ZMod N) ≠ 0 := by exact_mod_cast ne 2 (by norm_num) (by norm_num)
  have pt : ∀ i, m i * ‖dimer j (i + 1) - dimer j i‖ ^ 2 / (2 * h ^ 2) + v i * ‖dimer j i‖ ^ 2
      = (if i = j then m i * 1 / (2 * h ^ 2) else 0)
        + (if i = j + 1 then m i * 4 / (2 * h ^ 2) + v i else 0)
        + (if i = j + 2 then m i * 1 / (2 * h ^ 2) + v i else 0) := by
    intro i
    have e1 : i + 1 = j + 1 ↔ i = j := add_left_inj 1
    have e2 : i + 1 = j + 2 ↔ i = j + 1 := by
      constructor <;> intro q <;> linear_combination q
    simp only [dimer, e1, e2]
    by_cases a : i = j
    · have b : i ≠ j + 1 := fun q => h1 (by linear_combination a - q)
      have d : i ≠ j + 2 := fun q => h2 (by linear_combination a - q)
      simp only [if_pos a, if_neg b, if_neg d]
      norm_num
    · by_cases b : i = j + 1
      · have d : i ≠ j + 2 := fun q => h1 (by linear_combination b - q)
        simp only [if_neg a, if_pos b, if_neg d]
        norm_num
      · by_cases d : i = j + 2
        · simp only [if_neg a, if_neg b, if_pos d]
          norm_num
        · simp only [if_neg a, if_neg b, if_neg d]
          norm_num
  simp only [gridEnergy, pt, Finset.sum_add_distrib, Finset.sum_ite_eq', Finset.mem_univ, if_true]

/-- If three consecutive inverse masses are at most `-c < 0` and the potential is at most `V`,
the lowest eigenvalue is at most `V - 3c/(2h²)`, hence below `V`, on any periodic grid of at
least three points with spacing `h > 0`. -/
theorem ground_energy_le (hN : 3 ≤ N) {h c V E : ℝ} (hh : 0 < h) (hc : 0 < c)
    {m v : ZMod N → ℝ} (j : ZMod N) (m0 : m j ≤ -c) (m1 : m (j + 1) ≤ -c)
    (m2 : m (j + 2) ≤ -c) (hv : ∀ i, v i ≤ V) (hE : IsGroundEnergy h m v E) :
    E ≤ V - 3 * c / (2 * h ^ 2) ∧ E < V := by
  obtain ⟨E', hE', var⟩ := exists_ground h m v
  have hEE : E = E' := IsLeast.unique hE hE'
  subst hEE
  -- the squared norm is `gridEnergy` for zero inverse mass and unit potential
  have nrm : ∑ i, ‖dimer j i‖ ^ 2 = 2 := by
    have := dimer_energy hN h (fun _ => 0) (fun _ => 1) j
    norm_num [gridEnergy] at this
    linarith
  have t := var (dimer j)
  rw [nrm, dimer_energy hN] at t
  have hp : 0 < 2 * h ^ 2 := by positivity
  have q : (m j + 4 * m (j + 1) + m (j + 2)) / (2 * h ^ 2) ≤ (-6 * c) / (2 * h ^ 2) :=
    (div_le_div_iff_of_pos_right hp).2 (by linarith)
  have r1 : (m j + 4 * m (j + 1) + m (j + 2)) / (2 * h ^ 2) = m j * 1 / (2 * h ^ 2)
      + m (j + 1) * 4 / (2 * h ^ 2) + m (j + 2) * 1 / (2 * h ^ 2) := by ring
  have r2 : (-6 * c) / (2 * h ^ 2) = -2 * (3 * c / (2 * h ^ 2)) := by ring
  have pos : 0 < 3 * c / (2 * h ^ 2) := by positivity
  have v1 := hv (j + 1)
  have v2 := hv (j + 2)
  constructor <;> linarith

/-- Collapse under refinement: if the inverse mass is at most `-c < 0` on an interval of positive
length inside the box and the potential is bounded above, the ground energy lies below any given
value `B` on all sufficiently fine grids. -/
theorem collapse {L a b c V : ℝ} (hL : 0 < L) (ha : 0 ≤ a) (hab : a < b) (hb : b ≤ L)
    (hc : 0 < c) {M W : ℝ → ℝ} (hM : ∀ x ∈ Set.Icc a b, M x ≤ -c)
    (hW : ∀ x ∈ Set.Icc 0 L, W x ≤ V) (B : ℝ) :
    ∃ N₀ : ℕ, ∀ (N : ℕ) [NeZero N], N₀ ≤ N → ∀ E,
      IsGroundEnergy (N := N) (L / N) (sample L M) (sample L W) E → E < B := by
  obtain ⟨K, hK⟩ := exists_nat_gt (max (3 * L / (b - a)) ((V - B) * (2 * L ^ 2) / (3 * c)))
  refine ⟨K + 3, fun N _ hN E hE => ?_⟩
  have hKN : (K : ℝ) ≤ N := by exact_mod_cast (by omega : K ≤ N)
  have N1 : (1 : ℝ) ≤ N := by exact_mod_cast (by omega : 1 ≤ N)
  have N0 : (0 : ℝ) < N := by linarith
  have f1 := ((le_max_left _ _).trans_lt hK).trans_le hKN
  have f2 := ((le_max_right _ _).trans_lt hK).trans_le hKN
  rw [div_lt_iff₀ (by linarith)] at f1
  rw [div_lt_iff₀ (by positivity)] at f2
  have hs : 0 < L / N := by positivity
  have sN : (N : ℝ) * (L / N) = L := by field_simp
  have s3 : 3 * (L / N) < b - a := by
    rw [← mul_div_assoc, div_lt_iff₀ N0]
    linarith
  -- the first grid point in the interval is followed by two more
  obtain ⟨n, hn1, hn2⟩ : ∃ n : ℕ, a ≤ n * (L / N) ∧ n * (L / N) < a + L / N := by
    refine ⟨⌈a / (L / N)⌉₊, (div_le_iff₀ hs).1 (Nat.le_ceil _), ?_⟩
    have := mul_lt_mul_of_pos_right (Nat.ceil_lt_add_one (div_nonneg ha hs.le)) hs
    rwa [add_mul, div_mul_cancel₀ _ hs.ne', one_mul] at this
  have key : ∀ k : ℕ, k ≤ 2 → sample L M ((n + k : ℕ) : ZMod N) ≤ -c := by
    intro k hk
    have k2 : (k : ℝ) * (L / N) ≤ 2 * (L / N) :=
      mul_le_mul_of_nonneg_right (by exact_mod_cast hk) hs.le
    have k0 : 0 ≤ (k : ℝ) * (L / N) := by positivity
    have e : ((n + k : ℕ) : ℝ) * (L / N) = n * (L / N) + k * (L / N) := by push_cast; ring
    have lt : n + k < N := by
      have : ((n + k : ℕ) : ℝ) < N := lt_of_mul_lt_mul_right (by linarith) hs.le
      exact_mod_cast this
    unfold sample
    rw [ZMod.val_natCast_of_lt lt]
    exact hM _ ⟨by linarith, by linarith⟩
  have bound := (ground_energy_le (by omega) hs hc (n : ZMod N) (by simpa using key 0 (by norm_num))
    (by simpa using key 1 (by norm_num)) (by simpa using key 2 le_rfl) (fun i => hW _
      ⟨by positivity, (mul_le_mul_of_nonneg_right
        (by exact_mod_cast (ZMod.val_lt i).le) hs.le).trans_eq sN⟩) hE).1
  have big : V - B < 3 * c / (2 * (L / N) ^ 2) := by
    have e : 3 * c / (2 * (L / N) ^ 2) = 3 * c * (N : ℝ) ^ 2 / (2 * L ^ 2) := by field_simp
    rw [e, lt_div_iff₀ (by positivity)]
    nlinarith [mul_nonneg (mul_nonneg hc.le N0.le) (sub_nonneg.2 N1)]
  linarith

/-- The bound is sharp: on the three-point ring with spacing `h > 0`, uniform inverse mass
`-c < 0` and constant potential `V`, the ground energy `E` is fixed by `2h²(V - E) = 3c`. -/
theorem three_point_ring {h c V : ℝ} (hh : 0 < h) (hc : 0 < c) (E : ℝ) :
    IsGroundEnergy (N := 3) h (fun _ => -c) (fun _ => V) E ↔ 2 * h ^ 2 * (V - E) = 3 * c := by
  obtain ⟨e, he, -⟩ := exists_ground (N := 3) h (fun _ => -c) (fun _ => V)
  have up := (ground_energy_le le_rfl hh hc 0 le_rfl le_rfl le_rfl (fun _ => le_rfl) he).1
  obtain ⟨k, hk⟩ : ∃ k, k = c / (2 * h ^ 2) := ⟨_, rfl⟩
  have kpos : 0 < k := by rw [hk]; positivity
  have kc : (k : ℂ) = c / (2 * (h : ℂ) ^ 2) := by simp [hk]
  have k3 : 3 * c / (2 * h ^ 2) = 3 * k := by rw [hk]; ring
  -- no eigenvalue lies below `V - 3k`
  have low : V - 3 * k ≤ e := by
    by_contra hlt
    obtain ⟨ψ, h0, hψ⟩ := he.1
    have e0 : (((-c : ℝ) : ℂ) * (ψ 0 - ψ 1) + ((-c : ℝ) : ℂ) * (ψ 0 - ψ 2)) / (2 * (h : ℂ) ^ 2)
        + (V : ℂ) * ψ 0 = (e : ℂ) * ψ 0 := congrFun hψ 0
    have e1 : (((-c : ℝ) : ℂ) * (ψ 1 - ψ 2) + ((-c : ℝ) : ℂ) * (ψ 1 - ψ 0)) / (2 * (h : ℂ) ^ 2)
        + (V : ℂ) * ψ 1 = (e : ℂ) * ψ 1 := congrFun hψ 1
    have e2 : (((-c : ℝ) : ℂ) * (ψ 2 - ψ 0) + ((-c : ℝ) : ℂ) * (ψ 2 - ψ 1)) / (2 * (h : ℂ) ^ 2)
        + (V : ℂ) * ψ 2 = (e : ℂ) * ψ 2 := congrFun hψ 2
    rw [Complex.ofReal_neg] at e0 e1 e2
    have d1 : (V : ℂ) - e ≠ 0 := by
      have : V - e ≠ 0 := by intro q; apply hlt; linarith
      exact_mod_cast this
    have d2 : (V : ℂ) - e - 3 * k ≠ 0 := by
      have : V - e - 3 * k ≠ 0 := by intro q; apply hlt; linarith
      exact_mod_cast this
    have S : ψ 0 + ψ 1 + ψ 2 = 0 := (mul_eq_zero.1 (by linear_combination e0 + e1 + e2 :
      ((V : ℂ) - e) * (ψ 0 + ψ 1 + ψ 2) = 0)).resolve_left d1
    have z0 : ψ 0 = 0 := (mul_eq_zero.1 (by rw [kc]; linear_combination e0 -
      (c : ℂ) / (2 * (h : ℂ) ^ 2) * S : ((V : ℂ) - e - 3 * k) * ψ 0 = 0)).resolve_left d2
    have z1 : ψ 1 = 0 := (mul_eq_zero.1 (by rw [kc]; linear_combination e1 -
      (c : ℂ) / (2 * (h : ℂ) ^ 2) * S : ((V : ℂ) - e - 3 * k) * ψ 1 = 0)).resolve_left d2
    have z2 : ψ 2 = 0 := by linear_combination S - z0 - z1
    apply h0
    funext i
    fin_cases i
    · exact z0
    · exact z1
    · exact z2
  have val : 2 * h ^ 2 * (V - e) = 3 * c := by
    have : V - e = 3 * c / (2 * h ^ 2) := by linarith
    rw [this]
    field_simp
  constructor
  · intro hE
    rw [IsLeast.unique hE he]
    exact val
  · intro hE
    have : V - E = V - e :=
      mul_left_cancel₀ (by positivity : 2 * h ^ 2 ≠ 0) (hE.trans val.symm)
    have hEe : E = e := by linarith
    rw [hEe]
    exact he

end

end NegativeMassCollapse
```

```lean
#print axioms NegativeMassCollapse.collapse
#print axioms NegativeMassCollapse.three_point_ring
```

```
'NegativeMassCollapse.collapse' depends on axioms: [propext, Classical.choice, Quot.sound]
'NegativeMassCollapse.three_point_ring' depends on axioms: [propext, Classical.choice, Quot.sound]
```

## From the summation by parts to the sharp case

`sum_by_parts` performs the one-site shift with `Equiv.sum_comp`, and `expectation_eq` sets both orbitals equal. `exists_ground` turns the Hamiltonian into a linear map `T`, proves it symmetric, and takes the smallest eigenvalue from Mathlib's orthonormal eigenbasis. Its step `var` is the expansion in $|a_k|^2$.

`dimer_energy` finds the weights 1, 4 and 1 by separating the cases $i=j$, $j+1$, $j+2$ and the rest; $N\ge3$ keeps the three sites distinct. `ground_energy_le` reuses it with zero inverse mass and unit potential to get the squared norm 2, then applies the variational inequality, and `linarith` combines the estimates.

In `collapse`, a ceiling gives the first grid point in the interval, `key` places three consecutive points there, and `big` shows that $3c/(2h^2)$ exceeds $V-B$. In `three_point_ring`, `low` is the argument with $S$: `linear_combination` derives the summed equation and then the vanishing of each component. The general bound supplies the opposite inequality.
